# Two normalised repulsion integrals with a common reference confine the third to an interval around their product

If I bound normalised repulsion integrals with the ordinary Schwarz inequality alone, each of them may lie anywhere between −1 and 1, whatever I already know about the others. That lets through impossible tables. Take a reference distribution r and two others, p and q, each scaled to self-repulsion one, with integrals (r|p) = 0.9, (r|q) = 0.9 and (p|q) = 0. Each number passes the Schwarz test, yet the combination p + q − 1.8 r would have self-repulsion −1.24.

I believe that the two integrals with the reference, a and b, restrict the third, c, to a closed interval centred at ab with half-width √((1 − a²)(1 − b²)), and that no smaller interval will do. Can this be made rigorous, including the degenerate cases, and checked by machine?

## The exact condition on a, b and c

Yes. The symmetric matrix with unit diagonal and off-diagonal entries a, b, c is positive semidefinite if and only if

a² ≤ 1, b² ≤ 1 and (c − ab)² ≤ (1 − a²)(1 − b²).

In the example, c must lie between 0.62 and 1, so c = 0 is excluded. Integral screening needs an upper bound on |c|, and there the two reference integrals improve on the Schwarz value of one exactly when |a| ≠ |b|, so the example gains nothing for screening. All of this assumes that the distributions are real and that the repulsion form never gives a negative self-repulsion.

## Eliminating the reference by completing the square

Write x₀, x₁, x₂ for the amplitudes of r, p, q in a combined distribution. Its self-repulsion is

x₀² + x₁² + x₂² + 2a x₀x₁ + 2b x₀x₂ + 2c x₁x₂.

Collecting everything that contains x₀ into one square gives

(x₀ + a x₁ + b x₂)² + (1 − a²) x₁² + 2(c − ab) x₁x₂ + (1 − b²) x₂².

If the sum of the last three terms is never negative, neither is the whole. Conversely, x₀ = −(a x₁ + b x₂) makes the square vanish, so that sum must be non-negative by itself. What remains is a question about a form in two variables,

f(y, z) = A y² + 2C yz + D z²,

with A = 1 − a², C = c − ab and D = 1 − b². It is non-negative everywhere exactly when A ≥ 0, D ≥ 0 and C² ≤ AD.

Suppose first that f is non-negative. Then A = f(1, 0) ≥ 0 and D = f(0, 1) ≥ 0. If D > 0, then

f(D, −C) = D(AD − C²) ≥ 0,

and dividing by D gives C² ≤ AD. If D = 0, then

f(−C, (A + 1)/2) = AC² − (A + 1)C² = −C² ≥ 0,

so C = 0 and the inequality holds again.

Now suppose that the three conditions hold. If A > 0, then

A f(y, z) = (Ay + Cz)² + (AD − C²) z² ≥ 0.

If A = 0, then C² ≤ 0, so C = 0 and f = D z² ≥ 0. This proves the criterion. For a² ≤ 1 and b² ≤ 1, taking square roots turns it into

ab − √((1 − a²)(1 − b²)) ≤ c ≤ ab + √((1 − a²)(1 − b²)).

## The same bound for distributions of any size

Let B(u, v) be a symmetric bilinear repulsion integral with B(u, u) ≥ 0 for every distribution u. The self-repulsion of yp + zq is

B(p, p) y² + 2B(p, q) yz + B(q, q) z² ≥ 0,

so the two-variable result gives the Schwarz inequality B(p, q)² ≤ B(p, p) B(q, q).

With B(r, r) = 1, remove the reference components by setting p′ = p − B(r, p) r and q′ = q − B(r, q) r. Expanding,

B(p′, q′) = B(p, q) − 2B(r, p)B(r, q) + B(r, p)B(r, q)B(r, r) = B(p, q) − B(r, p)B(r, q).

In the same way B(p′, p′) = B(p, p) − B(r, p)², and likewise for q. The Schwarz inequality for p′ and q′ therefore reads

(B(p, q) − B(r, p)B(r, q))² ≤ (B(p, p) − B(r, p)²)(B(q, q) − B(r, q)²).

When p and q have positive self-repulsion, put a = B(r, p)/√B(p, p), b = B(r, q)/√B(q, q) and c = B(p, q)/√(B(p, p)B(q, q)). Dividing by B(p, p)B(q, q) returns (c − ab)² ≤ (1 − a²)(1 − b²).

## Every value in the interval occurs

Given admissible a, b and c, take three vectors with the ordinary dot product:

r = (1, 0, 0), p = (a, √(1 − a²), 0), q = (b, s, √(1 − b² − s²)).

If a² < 1, choose s = (c − ab)/√(1 − a²). The criterion then gives s² ≤ 1 − b², so the last square root is real. If a² = 1, the criterion forces c = ab, and s = 0 works. All three vectors have length one, and their dot products are a, b and ab + √(1 − a²) s = c.

The upper endpoint can be compared with the ordinary Schwarz bound of one through

(1 − ab)² − (1 − a²)(1 − b²) = (a − b)².

If a ≠ b, then 2(1 − ab) = (1 − a²) + (1 − b²) + (a − b)² is positive, so 1 − ab exceeds the half-width and the upper endpoint is below one. If a = b, the endpoint is a² + 1 − a² = 1, and nothing is gained at that end. Reversing the sign of q shows by hand that the lower endpoint is above −1 exactly when a ≠ −b, which matters when the magnitude of c is what is screened.

## How the Lean statements describe the integrals

`gramMatrix a b c` is the matrix of normalised integrals, with indices 0, 1, 2 standing for r, p, q. `PosSemidef` means that the matrix is Hermitian, which for real entries is symmetric, and that its quadratic form is non-negative. `gramMatrix_posSemidef_iff` holds for all real a, b, c without further hypotheses. `gramMatrix_posSemidef_iff_mem_Icc` assumes `ha : a ^ 2 ≤ 1` and `hb : b ^ 2 ≤ 1`, and `Set.Icc` is the closed interval.

In the general bound, distributions are elements of any real vector space `V`, of finite or infinite dimension. The map `B` is linear in each argument, and `IsRepulsionForm B` adds symmetry and non-negative self-repulsion. The latter stands for the electrostatic fact that a charge distribution has no negative Coulomb self-energy; it is assumed here, not derived from the kernel 1/r₁₂. A non-zero distribution with zero self-repulsion is allowed. The hypothesis `hr : B r r = 1` fixes the scale of the reference, while p and q are unrestricted.

No Gaussian function or Coulomb integral is evaluated. Sharpness refers to `dotForm`, the dot product on three-component vectors, and not to the distributions of a particular basis set. Charge densities that are nowhere negative, for instance, have non-negative Coulomb integrals, so they cannot reach a negative lower endpoint.

```lean
import Mathlib

open Matrix

namespace ReferenceSchwarz

noncomputable section

/-- The matrix of normalised repulsion integrals among a reference and two further
distributions: `a` and `b` involve the reference, `c` does not. -/
def gramMatrix (a b c : ℝ) : Matrix (Fin 3) (Fin 3) ℝ :=
  !![1, a, b; a, 1, c; b, c, 1]

/-- A repulsion form is a symmetric bilinear form with non-negative self-repulsion. -/
structure IsRepulsionForm {V : Type*} [AddCommGroup V] [Module ℝ V]
    (B : V →ₗ[ℝ] V →ₗ[ℝ] ℝ) : Prop where
  symm : ∀ x y, B x y = B y x
  nonneg : ∀ x, 0 ≤ B x x

/-- The Euclidean model of a repulsion form on three-component vectors. -/
def dotForm : (Fin 3 → ℝ) →ₗ[ℝ] (Fin 3 → ℝ) →ₗ[ℝ] ℝ :=
  LinearMap.mk₂ ℝ (fun x y => x 0 * y 0 + x 1 * y 1 + x 2 * y 2)
    (by intro x x' y; simp only [Pi.add_apply]; ring)
    (by intro t x y; simp only [Pi.smul_apply, smul_eq_mul]; ring)
    (by intro x y y'; simp only [Pi.add_apply]; ring)
    (by intro t x y; simp only [Pi.smul_apply, smul_eq_mul]; ring)

/-- The Euclidean model is a repulsion form, and the first unit vector has
self-repulsion one. -/
theorem dotForm_witness :
    IsRepulsionForm dotForm ∧ dotForm ![1, 0, 0] ![1, 0, 0] = 1 := by
  refine ⟨⟨fun x y => ?_, fun x => ?_⟩, ?_⟩
  · change x 0 * y 0 + x 1 * y 1 + x 2 * y 2 = y 0 * x 0 + y 1 * x 1 + y 2 * x 2
    ring
  · change 0 ≤ x 0 * x 0 + x 1 * x 1 + x 2 * x 2
    nlinarith [sq_nonneg (x 0), sq_nonneg (x 1), sq_nonneg (x 2)]
  · change (1 : ℝ) * 1 + 0 * 0 + 0 * 0 = 1
    norm_num

/-- A quadratic form in two real variables is non-negative exactly when its diagonal
coefficients are non-negative and its coupling obeys a Schwarz inequality. -/
theorem binary_form_nonneg_iff (A C D : ℝ) :
    (∀ y z : ℝ, 0 ≤ A * y ^ 2 + 2 * C * y * z + D * z ^ 2) ↔
      0 ≤ A ∧ 0 ≤ D ∧ C ^ 2 ≤ A * D := by
  constructor
  · intro h
    have hA : 0 ≤ A := by linarith [h 1 0]
    have hD : 0 ≤ D := by linarith [h 0 1]
    refine ⟨hA, hD, ?_⟩
    rcases hD.eq_or_lt with h0 | hpos
    · -- without a quadratic term in z, the coupling must vanish
      have h1 := h (-C) ((A + 1) / 2)
      rw [← h0] at h1 ⊢
      linarith
    · have h1 : 0 ≤ D * (A * D - C ^ 2) := by linarith [h D (-C)]
      exact sub_nonneg.1 ((mul_nonneg_iff_of_pos_left hpos).1 h1)
  · rintro ⟨hA, hD, hC⟩ y z
    rcases hA.eq_or_lt with h0 | hpos
    · have hC0 : C = 0 := by
        rw [← h0, zero_mul] at hC
        exact pow_eq_zero_iff (two_ne_zero) |>.1 (le_antisymm hC (sq_nonneg C))
      rw [← h0, hC0]
      have := mul_nonneg hD (sq_nonneg z)
      linarith
    · -- complete the square after multiplying by A
      apply (mul_nonneg_iff_of_pos_left hpos).1
      have h1 := mul_nonneg (sub_nonneg.2 hC) (sq_nonneg z)
      have h2 := sq_nonneg (A * y + C * z)
      linarith

/-- Completing the square separates the reference from the quadratic form of the
normalised integral matrix. -/
theorem gramMatrix_quadratic (a b c : ℝ) (x : Fin 3 → ℝ) :
    x ⬝ᵥ (gramMatrix a b c *ᵥ x) = (x 0 + a * x 1 + b * x 2) ^ 2 +
      ((1 - a ^ 2) * x 1 ^ 2 + 2 * (c - a * b) * x 1 * x 2 + (1 - b ^ 2) * x 2 ^ 2) := by
  simp [gramMatrix, Matrix.mulVec, dotProduct, Fin.sum_univ_three]
  ring

/-- The normalised integral matrix is positive semidefinite exactly when both reference
integrals obey the Schwarz bound and the third obeys the reference-improved bound. -/
theorem gramMatrix_posSemidef_iff (a b c : ℝ) :
    (gramMatrix a b c).PosSemidef ↔
      a ^ 2 ≤ 1 ∧ b ^ 2 ≤ 1 ∧ (c - a * b) ^ 2 ≤ (1 - a ^ 2) * (1 - b ^ 2) := by
  have key := binary_form_nonneg_iff (1 - a ^ 2) (c - a * b) (1 - b ^ 2)
  rw [sub_nonneg, sub_nonneg] at key
  rw [← key, Matrix.posSemidef_iff_dotProduct_mulVec]
  constructor
  · rintro ⟨_, h⟩ y z
    -- choose the reference amplitude that makes the square vanish
    have h1 := h ![-(a * y + b * z), y, z]
    rw [star_trivial, gramMatrix_quadratic] at h1
    change 0 ≤ (-(a * y + b * z) + a * y + b * z) ^ 2 +
      ((1 - a ^ 2) * y ^ 2 + 2 * (c - a * b) * y * z + (1 - b ^ 2) * z ^ 2) at h1
    linarith
  · intro h
    refine ⟨?_, fun x => ?_⟩
    · change (gramMatrix a b c)ᴴ = gramMatrix a b c
      ext i j
      fin_cases i <;> fin_cases j <;> simp [gramMatrix]
    · rw [star_trivial, gramMatrix_quadratic]
      exact add_nonneg (sq_nonneg _) (h (x 1) (x 2))

/-- For admissible reference integrals, positive semidefiniteness confines the third
integral to precisely this closed interval. -/
theorem gramMatrix_posSemidef_iff_mem_Icc {a b : ℝ} (ha : a ^ 2 ≤ 1) (hb : b ^ 2 ≤ 1)
    (c : ℝ) : (gramMatrix a b c).PosSemidef ↔
      c ∈ Set.Icc (a * b - √((1 - a ^ 2) * (1 - b ^ 2)))
        (a * b + √((1 - a ^ 2) * (1 - b ^ 2))) := by
  have hP := mul_nonneg (sub_nonneg.2 ha) (sub_nonneg.2 hb)
  rw [gramMatrix_posSemidef_iff, Set.mem_Icc]
  constructor
  · rintro ⟨_, _, h⟩
    have h1 := abs_le.1 (Real.abs_le_sqrt h)
    constructor <;> linarith [h1.1, h1.2]
  · rintro ⟨h1, h2⟩
    refine ⟨ha, hb, ?_⟩
    rw [← Real.sq_sqrt hP]
    exact sq_le_sq' (by linarith) (by linarith)

/-- The Schwarz inequality for repulsion integrals. -/
theorem schwarz {V : Type*} [AddCommGroup V] [Module ℝ V] {B : V →ₗ[ℝ] V →ₗ[ℝ] ℝ}
    (hB : IsRepulsionForm B) (p q : V) : (B p q) ^ 2 ≤ B p p * B q q := by
  refine ((binary_form_nonneg_iff (B p p) (B p q) (B q q)).1 fun y z => ?_).2.2
  have h := hB.nonneg (y • p + z • q)
  simp only [map_add, map_smul, LinearMap.add_apply, LinearMap.smul_apply,
    smul_eq_mul] at h
  rw [hB.symm q p] at h
  linarith

/-- The reference-improved Schwarz bound: a normalised reference `r` bounds the deviation
of the integral of `p` and `q` from the product of their integrals with `r`. -/
theorem reference_schwarz {V : Type*} [AddCommGroup V] [Module ℝ V]
    {B : V →ₗ[ℝ] V →ₗ[ℝ] ℝ} (hB : IsRepulsionForm B) {r : V} (hr : B r r = 1) (p q : V) :
    (B p q - B r p * B r q) ^ 2 ≤
      (B p p - (B r p) ^ 2) * (B q q - (B r q) ^ 2) := by
  -- integrals of the distributions with their reference components removed
  have e : ∀ u v : V, B (u - B r u • r) (v - B r v • r) = B u v - B r u * B r v := by
    intro u v
    simp only [map_sub, map_smul, LinearMap.sub_apply, LinearMap.smul_apply, smul_eq_mul]
    rw [hB.symm u r, hr]
    ring
  have h := schwarz hB (p - B r p • r) (q - B r q • r)
  rw [e, e, e] at h
  simpa only [pow_two] using h

/-- The integral matrix is positive semidefinite exactly when its entries are the mutual
integrals of three normalised distributions in the Euclidean model. -/
theorem gramMatrix_posSemidef_iff_realised (a b c : ℝ) :
    (gramMatrix a b c).PosSemidef ↔ ∃ r p q : Fin 3 → ℝ,
      dotForm r r = 1 ∧ dotForm p p = 1 ∧ dotForm q q = 1 ∧
      dotForm r p = a ∧ dotForm r q = b ∧ dotForm p q = c := by
  rw [gramMatrix_posSemidef_iff]
  constructor
  · rintro ⟨ha, hb, hc⟩
    have hk := Real.sq_sqrt (sub_nonneg.2 ha)
    -- the component of q along the part of p orthogonal to r
    obtain ⟨s, hs, hs2⟩ : ∃ s : ℝ, √(1 - a ^ 2) * s = c - a * b ∧ s ^ 2 ≤ 1 - b ^ 2 := by
      rcases (sub_nonneg.2 ha).eq_or_lt with h0 | hpos
      · refine ⟨0, ?_, by linarith⟩
        rw [← h0, zero_mul] at hc
        have h1 : c - a * b = 0 :=
          pow_eq_zero_iff (two_ne_zero) |>.1 (le_antisymm hc (sq_nonneg _))
        rw [h1, mul_zero]
      · refine ⟨(c - a * b) / √(1 - a ^ 2),
          mul_div_cancel₀ _ (Real.sqrt_pos.2 hpos).ne', ?_⟩
        rw [div_pow, hk, div_le_iff₀ hpos]
        linarith
    have ht := Real.sq_sqrt (sub_nonneg.2 hs2)
    refine ⟨![1, 0, 0], ![a, √(1 - a ^ 2), 0], ![b, s, √(1 - b ^ 2 - s ^ 2)],
      dotForm_witness.2, ?_, ?_, ?_, ?_, ?_⟩
    · change a * a + √(1 - a ^ 2) * √(1 - a ^ 2) + 0 * 0 = 1
      linear_combination hk
    · change b * b + s * s + √(1 - b ^ 2 - s ^ 2) * √(1 - b ^ 2 - s ^ 2) = 1
      linear_combination ht
    · change 1 * a + 0 * √(1 - a ^ 2) + 0 * 0 = a
      ring
    · change 1 * b + 0 * s + 0 * √(1 - b ^ 2 - s ^ 2) = b
      ring
    · change a * b + √(1 - a ^ 2) * s + 0 * √(1 - b ^ 2 - s ^ 2) = c
      linear_combination hs
  · rintro ⟨r, p, q, hr, hp, hq, rfl, rfl, rfl⟩
    have h1 := schwarz dotForm_witness.1 r p
    have h2 := schwarz dotForm_witness.1 r q
    have h3 := reference_schwarz dotForm_witness.1 hr p q
    rw [hr, hp, one_mul] at h1
    rw [hr, hq, one_mul] at h2
    rw [hp, hq] at h3
    exact ⟨h1, h2, h3⟩

/-- The improved upper bound lies strictly below the ordinary Schwarz bound of one exactly
when the two reference integrals differ. -/
theorem improved_upper_lt_one_iff {a b : ℝ} (ha : a ^ 2 ≤ 1) (hb : b ^ 2 ≤ 1) :
    a * b + √((1 - a ^ 2) * (1 - b ^ 2)) < 1 ↔ a ≠ b := by
  constructor
  · rintro h rfl
    rw [Real.sqrt_mul_self (sub_nonneg.2 ha)] at h
    linarith
  · intro hab
    have hd : 0 < (a - b) ^ 2 := sq_pos_of_ne_zero (sub_ne_zero.2 hab)
    have h1 : 0 < 1 - a * b := by linarith
    have h2 : √((1 - a ^ 2) * (1 - b ^ 2)) < 1 - a * b :=
      (Real.sqrt_lt' h1).2 (by linarith)
    linarith

end

end ReferenceSchwarz
```

```lean
#print axioms ReferenceSchwarz.gramMatrix_posSemidef_iff_mem_Icc
#print axioms ReferenceSchwarz.reference_schwarz
#print axioms ReferenceSchwarz.gramMatrix_posSemidef_iff_realised
#print axioms ReferenceSchwarz.improved_upper_lt_one_iff
```

```
'ReferenceSchwarz.gramMatrix_posSemidef_iff_mem_Icc' depends on axioms: [propext, Classical.choice, Quot.sound]
'ReferenceSchwarz.reference_schwarz' depends on axioms: [propext, Classical.choice, Quot.sound]
'ReferenceSchwarz.gramMatrix_posSemidef_iff_realised' depends on axioms: [propext, Classical.choice, Quot.sound]
'ReferenceSchwarz.improved_upper_lt_one_iff' depends on axioms: [propext, Classical.choice, Quot.sound]
```

## From the algebra to the Lean proof

`binary_form_nonneg_iff` is the two-variable result. The terms `h 1 0`, `h 0 1`, `h D (-C)` and `h (-C) ((A + 1) / 2)` are the evaluations of f used above, and `eq_or_lt` separates the degenerate cases from the positive ones. In the converse, `linarith` combines the two non-negative terms of A f(y, z).

`gramMatrix_quadratic` expands the matrix product and checks the completed square with `ring`. `gramMatrix_posSemidef_iff` then uses it in both directions: the vector `![-(a * y + b * z), y, z]` makes the square vanish, and `add_nonneg` adds the square back to a non-negative remainder. The interval version passes from the squared inequality to two-sided bounds with `Real.abs_le_sqrt`, and back with `sq_le_sq'`.

`schwarz` expands the self-repulsion of `y • p + z • q` and reads off the third condition of the two-variable result. In `reference_schwarz`, the auxiliary identity `e` computes the integral of two distributions whose reference components have been removed. Rewriting with it three times turns the Schwarz inequality into the improved one.

`gramMatrix_posSemidef_iff_realised` builds the three vectors given above, with `obtain` supplying s in both cases and `linear_combination` checking the lengths of p and q and the last dot product; the length of r comes from `dotForm_witness`. Its converse applies `schwarz` twice and `reference_schwarz` once to the given vectors; `dotForm_witness` supplies the required properties of the dot product.

Finally, `improved_upper_lt_one_iff`, which also assumes a² ≤ 1 and b² ≤ 1, treats a = b by simplifying the root of a square. For a ≠ b it starts from (a − b)² > 0, derives 1 − ab > 0, and compares squares through `Real.sqrt_lt'`.
